# Triplet yield of a singlet-born radical pair in the two-state S–T₀ model with exponential lifetime: $2b^2/(k^2+4b^2+J^2)$

When a radical pair born in the singlet S crosses to the triplet T₀ before it reacts, I can either postulate a $\sin^2$ law for the triplet probability or derive it from the Schrödinger equation. The postulated law has the prefactor $b^2/w^2$, where $b$ is the S–T₀ coupling, $J$ the exchange splitting and $w=\sqrt{b^2+J^2/4}$, so it breaks down when $b=J=0$. If singlet and triplet pairs decay at the same rate $k$, does the triplet yield $2b^2/(k^2+4b^2+J^2)$ follow from the equation of motion for all $b$ and $J$? And why does even a very strong coupling not push it past one half?

## From the Schrödinger equation to the yield

Yes, it follows for all real $b$ and $J$ when $k>0$. Write $\psi_0(t)$ for the singlet amplitude and $\psi_1(t)$ for the triplet amplitude. With $\hbar=1$,

$$\dot\psi=-iH\psi,\qquad H=\begin{pmatrix}J/2&b\\ b&-J/2\end{pmatrix},\qquad \psi(0)=\begin{pmatrix}1\\0\end{pmatrix}.$$

Squaring the matrix gives $H^2=w^2$. Now consider $A(t)=w\cos(wt)\,\psi+i\sin(wt)\,H\psi$. Its derivative is

$$-w^2\sin(wt)\,\psi-iw\cos(wt)\,H\psi+iw\cos(wt)\,H\psi+\sin(wt)\,H^2\psi=0,$$

so $A(t)=w\,\psi(0)$. Applying $w\cos(wt)-i\sin(wt)H$ to both sides gives

$$w^2\psi(t)=w\,[\,w\cos(wt)-i\sin(wt)H\,]\,\psi(0).$$

For $w\neq0$, the triplet component is $w\,\psi_1(t)=-ib\sin(wt)$, hence $w^2|\psi_1(t)|^2=b^2\sin^2(wt)$. If $w=0$, then $b=J=0$, the state is constant and $\psi_1=0$.

With exponential decay the lifetimes have the density $ke^{-kt}$, and the triplet yield is the average of $|\psi_1(t)|^2$ over this density. To compute it, put $D=k^2+4w^2$ and

$$F(t)=-\frac{e^{-kt}}{D}\left[2w^2+k^2\sin^2(wt)+2wk\sin(wt)\cos(wt)\right].$$

Differentiating, the $\sin\cos$ terms cancel and $F'(t)=k e^{-kt}\sin^2(wt)$ remains. The bracket is bounded, so $F\to0$ at infinity, and

$$\int_0^\infty k e^{-kt}\sin^2(wt)\,dt=-F(0)=\frac{2w^2}{k^2+4w^2}.$$

For $w\ne0$, multiplying by $b^2/w^2$ and using $4w^2=4b^2+J^2$ gives

$$\Phi=\frac{2b^2}{k^2+4b^2+J^2}$$

for the yield $\Phi$. For $w=0$ both sides vanish.

The bound is now visible: $\Phi<\tfrac12$ means $4b^2<k^2+4b^2+J^2$, which holds because $k>0$. Strong coupling makes the pair oscillate quickly between S and T₀, and the average of $\sin^2$ approaches one half from below.

Take $k=3$, $b=2$, $J=5$ in a common unit of inverse time. Then $w^2=41/4$, the prefactor $b^2/w^2$ is $16/41$, the lifetime average is $41/100$, and $\Phi=0.16$. Without exchange the yield is $8/25=0.32$, exactly twice as large, since $J^2=25=k^2+4b^2$.

## What the theorems say about the pair

`SingletBorn b J ψ` says that the curve `ψ : ℝ → Fin 2 → ℂ` starts at $(1,0)$ and solves the Schrödinger equation at every real time, negative times included. Index 0 is S and index 1 is T₀. `tripletYield k ψ` is the integral of $k e^{-kt}|\psi_1(t)|^2$ over $t>0$.

The main theorem, `tripletYield_eq`, takes `0 < k` and any such `ψ`. It concludes that the integral converges and has the value above. `tripletYield_lt_half` gives the bound, and `tripletYield_half_width` says that for $b\ne0$ exchange halves the yield of the $J=0$ pair exactly when $J^2=k^2+4b^2$.

Three conventions matter:

- `J` is the full S–T₀ splitting at $b=0$; some texts call this $2J$.
- `b` stands for half the difference of the two electrons' precession frequencies, held static.
- `mixingFreq` is $w$, while the probability oscillates at $2w$, the usual generalised Rabi frequency. In `rabi_formula` the coupling is static, and exchange plays the part of the detuning.

The constant $k$ stands for a reaction rate that is the same for singlet and triplet pairs. Identifying `tripletYield` with a measured product fraction rests on that equality, on singlet and triplet pairs giving distinguishable products, on all pairs sharing the same `b` and `J`, and on neglecting T₊, T₋ and spin relaxation. If `b` varies from pair to pair with the nuclear spin state, the formula must be averaged over its values. Within this two-state limit, the formula provides a reference value for simulations of radical-pair spin dynamics.

The condition $k>0$ cannot be relaxed to $k\ge0$. For $k=0$, $b=1$, $J=0$ the integrand vanishes and the integral is 0, whereas the formula gives $\tfrac12$.

In Lean 4 with Mathlib:

```lean
import Mathlib

open Matrix MeasureTheory Filter Topology

namespace RadicalPairTripletYield

noncomputable section

/-- The Hamiltonian of a radical pair in the basis (S, T0), with singlet-triplet
coupling `b` and exchange splitting `J`, in units with ħ = 1. -/
def hamiltonian (b J : ℝ) : Matrix (Fin 2) (Fin 2) ℂ :=
  !![(J : ℂ) / 2, (b : ℂ); (b : ℂ), -((J : ℂ) / 2)]

/-- The state `ψ` starts in the singlet and obeys the Schrödinger equation. -/
def SingletBorn (b J : ℝ) (ψ : ℝ → Fin 2 → ℂ) : Prop :=
  ψ 0 = ![1, 0] ∧ ∀ t, HasDerivAt ψ ((-Complex.I) • (hamiltonian b J *ᵥ ψ t)) t

/-- The frequency `w = sqrt (b² + J²/4)` of singlet-triplet mixing. -/
def mixingFreq (b J : ℝ) : ℝ := √(b ^ 2 + J ^ 2 / 4)

/-- The triplet probability averaged over the lifetime density `k exp (-k t)`. -/
def tripletYield (k : ℝ) (ψ : ℝ → Fin 2 → ℂ) : ℝ :=
  ∫ t in Set.Ioi (0 : ℝ), k * Real.exp (-k * t) * ‖ψ t 1‖ ^ 2

/-- The Schrödinger equation of the pair, written out for the singlet and the
triplet amplitude. -/
theorem singletBorn_iff {b J : ℝ} {ψ : ℝ → Fin 2 → ℂ} :
    SingletBorn b J ψ ↔ ψ 0 = ![1, 0] ∧ ∀ t,
      HasDerivAt (fun x => ψ x 0) (-Complex.I * ((J : ℂ) / 2 * ψ t 0 + b * ψ t 1)) t ∧
      HasDerivAt (fun x => ψ x 1) (-Complex.I * (b * ψ t 0 + -((J : ℂ) / 2) * ψ t 1)) t := by
  have h0 : ∀ v, (hamiltonian b J *ᵥ v) 0 = (J : ℂ) / 2 * v 0 + b * v 1 := by
    intro v
    simp [hamiltonian, Matrix.mulVec, dotProduct, Fin.sum_univ_two]
  have h1 : ∀ v, (hamiltonian b J *ᵥ v) 1 = b * v 0 + -((J : ℂ) / 2) * v 1 := by
    intro v
    simp [hamiltonian, Matrix.mulVec, dotProduct, Fin.sum_univ_two]
  simp only [SingletBorn, hasDerivAt_pi, Fin.forall_fin_two, Pi.smul_apply, smul_eq_mul, h0, h1]

/-- The time derivatives of `cos (w t)` and `sin (w t)`, taken as complex amplitudes. -/
theorem hasDerivAt_cos_sin (w t : ℝ) :
    HasDerivAt (fun x : ℝ => ((Real.cos (w * x) : ℝ) : ℂ))
      (-(w : ℂ) * ((Real.sin (w * t) : ℝ) : ℂ)) t ∧
    HasDerivAt (fun x : ℝ => ((Real.sin (w * x) : ℝ) : ℂ))
      ((w : ℂ) * ((Real.cos (w * t) : ℝ) : ℂ)) t := by
  have hl := (hasDerivAt_id' t).const_mul w
  exact ⟨hl.cos.ofReal_comp.congr_deriv (by push_cast; ring),
    hl.sin.ofReal_comp.congr_deriv (by push_cast; ring)⟩

/-- An explicit singlet-born solution for coupling `w sin θ` and exchange
splitting `2 w cos θ`, where `θ` is the mixing angle. -/
theorem singletBorn_witness (w θ : ℝ) :
    SingletBorn (w * Real.sin θ) (2 * w * Real.cos θ) (fun t =>
      ![((Real.cos (w * t) : ℝ) : ℂ) - Complex.I * Real.cos θ * ((Real.sin (w * t) : ℝ) : ℂ),
        -Complex.I * Real.sin θ * ((Real.sin (w * t) : ℝ) : ℂ)]) := by
  refine singletBorn_iff.2 ⟨by simp, fun t => ?_⟩
  obtain ⟨hc, hs⟩ := hasDerivAt_cos_sin w t
  have ht := Complex.sin_sq_add_cos_sq (θ : ℂ)
  constructor
  · refine (hc.fun_sub (hs.const_mul (Complex.I * Real.cos θ))).congr_deriv ?_
    simp only [Matrix.cons_val_zero, Matrix.cons_val_one]
    push_cast
    linear_combination (w * Complex.sin (w * t)) * ht - (w * Complex.sin (w * t) *
      (Complex.sin θ ^ 2 + Complex.cos θ ^ 2)) * Complex.I_sq
  · refine (hs.const_mul (-Complex.I * Real.sin θ)).congr_deriv ?_
    simp only [Matrix.cons_val_zero, Matrix.cons_val_one]
    push_cast
    ring

/-- The triplet amplitude of a singlet-born pair, multiplied by the mixing
frequency `w`, is `-i b sin (w t)`. -/
theorem triplet_amplitude {b J : ℝ} {ψ : ℝ → Fin 2 → ℂ} (h : SingletBorn b J ψ) (t : ℝ) :
    (mixingFreq b J : ℂ) * ψ t 1 =
      -Complex.I * b * ((Real.sin (mixingFreq b J * t) : ℝ) : ℂ) := by
  obtain ⟨h0, hd⟩ := singletBorn_iff.1 h
  have hr : mixingFreq b J ^ 2 = b ^ 2 + J ^ 2 / 4 := Real.sq_sqrt (by positivity)
  generalize mixingFreq b J = w at hr ⊢
  have hw : (w : ℂ) ^ 2 = (b : ℂ) ^ 2 + (J : ℂ) ^ 2 / 4 := by exact_mod_cast hr
  have const : ∀ f : ℝ → ℂ, (∀ x, HasDerivAt f 0 x) → f t = f 0 := fun f hf =>
    is_const_of_deriv_eq_zero (fun x => (hf x).differentiableAt) (fun x => (hf x).deriv) t 0
  -- undoing the evolution gives back `w` times the initial singlet and triplet amplitudes
  have hA := (const (fun x => (w : ℂ) * (((Real.cos (w * x) : ℝ) : ℂ) * ψ x 0) +
      Complex.I * (((Real.sin (w * x) : ℝ) : ℂ) * ((J : ℂ) / 2 * ψ x 0 + b * ψ x 1)))
    (fun x => by
      obtain ⟨hc, hs⟩ := hasDerivAt_cos_sin w x
      obtain ⟨hS, hT⟩ := hd x
      refine (((hc.fun_mul hS).const_mul (w : ℂ)).fun_add ((hs.fun_mul
        ((hS.const_mul ((J : ℂ) / 2)).fun_add (hT.const_mul (b : ℂ)))).const_mul
          Complex.I)).congr_deriv ?_
      linear_combination (-(((Real.sin (w * x) : ℝ) : ℂ) * ψ x 0)) * hw -
        (((Real.sin (w * x) : ℝ) : ℂ) * ((b : ℂ) ^ 2 + (J : ℂ) ^ 2 / 4) * ψ x 0) *
          Complex.I_sq)).trans (show _ = (w : ℂ) by simp [h0])
  have hB := (const (fun x => (w : ℂ) * (((Real.cos (w * x) : ℝ) : ℂ) * ψ x 1) +
      Complex.I * (((Real.sin (w * x) : ℝ) : ℂ) * (b * ψ x 0 + -((J : ℂ) / 2) * ψ x 1)))
    (fun x => by
      obtain ⟨hc, hs⟩ := hasDerivAt_cos_sin w x
      obtain ⟨hS, hT⟩ := hd x
      refine (((hc.fun_mul hT).const_mul (w : ℂ)).fun_add ((hs.fun_mul
        ((hS.const_mul (b : ℂ)).fun_add (hT.const_mul (-((J : ℂ) / 2))))).const_mul
          Complex.I)).congr_deriv ?_
      linear_combination (-(((Real.sin (w * x) : ℝ) : ℂ) * ψ x 1)) * hw -
        (((Real.sin (w * x) : ℝ) : ℂ) * ((b : ℂ) ^ 2 + (J : ℂ) ^ 2 / 4) * ψ x 1) *
          Complex.I_sq)).trans (show _ = (0 : ℂ) by simp [h0])
  have ht : ((Real.sin (w * t) : ℝ) : ℂ) ^ 2 + ((Real.cos (w * t) : ℝ) : ℂ) ^ 2 = 1 := by
    exact_mod_cast Real.sin_sq_add_cos_sq (w * t)
  by_cases hw0 : w = 0
  · simp [hw0]
  -- solve the two conservation laws for the triplet amplitude
  apply mul_left_cancel₀ (Complex.ofReal_ne_zero.2 hw0)
  beta_reduce at hA hB
  generalize ((Real.sin (w * t) : ℝ) : ℂ) = s at *
  generalize ((Real.cos (w * t) : ℝ) : ℂ) = c at *
  linear_combination (w * c + Complex.I * s * J / 2) * hB - Complex.I * s * b * hA -
    w ^ 2 * ψ t 1 * ht + s ^ 2 * ψ t 1 * hw +
    s ^ 2 * ψ t 1 * ((b : ℂ) ^ 2 + (J : ℂ) ^ 2 / 4) * Complex.I_sq

/-- Rabi formula: the triplet probability of a singlet-born pair, multiplied by
`w²`, is `b² sin² (w t)`. -/
theorem rabi_formula {b J : ℝ} {ψ : ℝ → Fin 2 → ℂ} (h : SingletBorn b J ψ) (t : ℝ) :
    mixingFreq b J ^ 2 * ‖ψ t 1‖ ^ 2 = b ^ 2 * Real.sin (mixingFreq b J * t) ^ 2 := by
  have h2 := congrArg (fun z : ℂ => ‖z‖ ^ 2) (triplet_amplitude h t)
  simpa only [norm_mul, norm_neg, Complex.norm_I, Complex.norm_real, Real.norm_eq_abs,
    mul_pow, sq_abs, one_pow, one_mul] using h2

/-- For a decay rate `k > 0`, the lifetime average of `sin² (w t)` converges and
equals `2 w² / (k² + 4 w²)`. -/
theorem lifetime_average {k : ℝ} (hk : 0 < k) (w : ℝ) :
    IntegrableOn (fun t => k * Real.exp (-k * t) * Real.sin (w * t) ^ 2) (Set.Ioi 0) ∧
    ∫ t in Set.Ioi (0 : ℝ), k * Real.exp (-k * t) * Real.sin (w * t) ^ 2 =
      2 * w ^ 2 / (k ^ 2 + 4 * w ^ 2) := by
  have hD : 0 < k ^ 2 + 4 * w ^ 2 := by positivity
  obtain ⟨r, hr⟩ : ∃ r, (k ^ 2 + 4 * w ^ 2) * r = 1 := ⟨_, mul_inv_cancel₀ hD.ne'⟩
  -- an explicit antiderivative
  have hder : ∀ t ∈ Set.Ici (0 : ℝ), HasDerivAt (fun t => Real.exp (-k * t) *
      (2 * w ^ 2 + k ^ 2 * (Real.sin (w * t) * Real.sin (w * t)) +
        2 * w * k * (Real.sin (w * t) * Real.cos (w * t))) * (-r))
      (k * Real.exp (-k * t) * Real.sin (w * t) ^ 2) t := by
    intro t _
    have hl := (hasDerivAt_id' t).const_mul w
    have he := ((hasDerivAt_id' t).const_mul (-k)).exp
    refine ((he.fun_mul ((((hl.sin.fun_mul hl.sin).const_mul (k ^ 2)).const_add
      (2 * w ^ 2)).fun_add ((hl.sin.fun_mul hl.cos).const_mul (2 * w * k)))).mul_const
        (-r)).congr_deriv ?_
    linear_combination (-(Real.exp (-k * t) * r * 2 * w ^ 2 * k)) *
      Real.sin_sq_add_cos_sq (w * t) + Real.exp (-k * t) * k * Real.sin (w * t) ^ 2 * hr
  have hpos : ∀ t ∈ Set.Ioi (0 : ℝ),
      0 ≤ k * Real.exp (-k * t) * Real.sin (w * t) ^ 2 := fun t _ => by positivity
  have hexp : Tendsto (fun t : ℝ => Real.exp (-k * t)) atTop (𝓝 0) :=
    Real.tendsto_exp_atBot.comp (tendsto_id.const_mul_atTop_of_neg (by linarith))
  -- the oscillating factor is bounded, so the antiderivative decays
  have hb : ∀ t, 0 ≤ 2 * w ^ 2 + k ^ 2 * (Real.sin (w * t) * Real.sin (w * t)) +
        2 * w * k * (Real.sin (w * t) * Real.cos (w * t)) ∧
      2 * w ^ 2 + k ^ 2 * (Real.sin (w * t) * Real.sin (w * t)) +
        2 * w * k * (Real.sin (w * t) * Real.cos (w * t)) ≤ 3 * w ^ 2 + 2 * k ^ 2 := by
    intro t
    have ht := Real.sin_sq_add_cos_sq (w * t)
    generalize Real.sin (w * t) = s at *
    generalize Real.cos (w * t) = c at *
    have e1 : w ^ 2 * c ^ 2 = w ^ 2 - w ^ 2 * s ^ 2 := by linear_combination w ^ 2 * ht
    have e2 : k ^ 2 * s ^ 2 = k ^ 2 - k ^ 2 * c ^ 2 := by linear_combination k ^ 2 * ht
    have p1 : 0 ≤ w ^ 2 * s ^ 2 := by positivity
    have p2 : 0 ≤ k ^ 2 * c ^ 2 := by positivity
    constructor
    · nlinarith [sq_nonneg (w * c + k * s), sq_nonneg w]
    · nlinarith [sq_nonneg (w * c - k * s)]
  have hlim := (squeeze_zero (fun t => mul_nonneg (Real.exp_pos (-k * t)).le (hb t).1)
    (fun t => mul_le_mul_of_nonneg_left (hb t).2 (Real.exp_pos (-k * t)).le)
    (by simpa using hexp.mul_const (3 * w ^ 2 + 2 * k ^ 2))).mul_const (-r)
  refine ⟨integrableOn_Ioi_deriv_of_nonneg' hder hpos hlim, ?_⟩
  rw [integral_Ioi_of_hasDerivAt_of_nonneg' hder hpos hlim, eq_div_iff hD.ne']
  simp only [mul_zero, Real.exp_zero, Real.sin_zero, Real.cos_zero]
  linear_combination 2 * w ^ 2 * hr

/-- For a decay rate `k > 0`, the yield integral of a singlet-born radical pair
converges, and the triplet yield is `2 b² / (k² + 4 b² + J²)`. -/
theorem tripletYield_eq {k b J : ℝ} {ψ : ℝ → Fin 2 → ℂ} (hk : 0 < k)
    (h : SingletBorn b J ψ) :
    IntegrableOn (fun t => k * Real.exp (-k * t) * ‖ψ t 1‖ ^ 2) (Set.Ioi 0) ∧
    tripletYield k ψ = 2 * b ^ 2 / (k ^ 2 + 4 * b ^ 2 + J ^ 2) := by
  have hr : mixingFreq b J ^ 2 = b ^ 2 + J ^ 2 / 4 := Real.sq_sqrt (by positivity)
  have hI := lifetime_average hk (mixingFreq b J)
  obtain ⟨q, hq, hu⟩ : ∃ q : ℝ, q * mixingFreq b J ^ 2 = b ^ 2 ∧
      ∀ t, ‖ψ t 1‖ ^ 2 = q * Real.sin (mixingFreq b J * t) ^ 2 := by
    by_cases hw : mixingFreq b J = 0
    · -- without coupling and exchange the pair stays in the singlet
      rw [hw] at hr
      have hb : b = 0 := (pow_eq_zero_iff two_ne_zero).1
        (by linarith [sq_nonneg b, sq_nonneg J] : b ^ 2 = 0)
      have hJ : J = 0 := (pow_eq_zero_iff two_ne_zero).1
        (by linarith [sq_nonneg b, sq_nonneg J] : J ^ 2 = 0)
      obtain ⟨h0, hd⟩ := singletBorn_iff.1 h
      refine ⟨0, by simp [hb], fun t => ?_⟩
      have hc : ψ t 1 = ψ 0 1 := is_const_of_deriv_eq_zero (f := fun x => ψ x 1)
        (fun x => (hd x).2.differentiableAt)
        (fun x => (hd x).2.deriv.trans (by simp [hb, hJ])) t 0
      rw [hc, h0]
      simp
    · refine ⟨b ^ 2 / mixingFreq b J ^ 2, div_mul_cancel₀ _ (pow_ne_zero 2 hw), fun t => ?_⟩
      rw [div_mul_eq_mul_div, eq_div_iff (pow_ne_zero 2 hw)]
      linarith [rabi_formula h t]
  have e : (fun t => k * Real.exp (-k * t) * ‖ψ t 1‖ ^ 2) = fun t =>
      q * (k * Real.exp (-k * t) * Real.sin (mixingFreq b J * t) ^ 2) := by
    funext t
    rw [hu]
    ring
  have d : k ^ 2 + 4 * mixingFreq b J ^ 2 = k ^ 2 + 4 * b ^ 2 + J ^ 2 := by linarith
  rw [tripletYield, e]
  refine ⟨Integrable.const_mul hI.1 q, ?_⟩
  rw [integral_const_mul, hI.2, d, ← hq]
  ring

/-- For a decay rate `k > 0`, the triplet yield of a singlet-born pair is below
one half. -/
theorem tripletYield_lt_half {k b J : ℝ} {ψ : ℝ → Fin 2 → ℂ} (hk : 0 < k)
    (h : SingletBorn b J ψ) : tripletYield k ψ < 1 / 2 := by
  rw [(tripletYield_eq hk h).2, div_lt_div_iff₀ (by positivity) (by norm_num)]
  linarith [sq_nonneg J, pow_pos hk 2]

/-- For `k > 0` and coupling `b ≠ 0`, exchange halves the triplet yield of the
exchange-free pair exactly when `J² = k² + 4 b²`. -/
theorem tripletYield_half_width {k b J : ℝ} {ψ φ : ℝ → Fin 2 → ℂ} (hk : 0 < k)
    (hb : b ≠ 0) (hψ : SingletBorn b J ψ) (hφ : SingletBorn b 0 φ) :
    tripletYield k ψ = tripletYield k φ / 2 ↔ J ^ 2 = k ^ 2 + 4 * b ^ 2 := by
  have h1 : k ^ 2 + 4 * b ^ 2 + J ^ 2 ≠ 0 := by positivity
  have h2 : (k ^ 2 + 4 * b ^ 2 + (0 : ℝ) ^ 2) * 2 ≠ 0 := by positivity
  rw [(tripletYield_eq hk hψ).2, (tripletYield_eq hk hφ).2, div_div, div_eq_div_iff h1 h2]
  constructor
  · intro h
    have h3 := mul_left_cancel₀ (mul_ne_zero two_ne_zero (pow_ne_zero 2 hb)) h
    linarith
  · intro h
    rw [h]
    ring

end

end RadicalPairTripletYield
```

```lean
#print axioms RadicalPairTripletYield.tripletYield_eq
#print axioms RadicalPairTripletYield.tripletYield_lt_half
#print axioms RadicalPairTripletYield.tripletYield_half_width
```

```
'RadicalPairTripletYield.tripletYield_eq' depends on axioms: [propext, Classical.choice, Quot.sound]
'RadicalPairTripletYield.tripletYield_lt_half' depends on axioms: [propext, Classical.choice, Quot.sound]
'RadicalPairTripletYield.tripletYield_half_width' depends on axioms: [propext, Classical.choice, Quot.sound]
```

## Where the calculation sits in the proof

`singletBorn_iff` writes the Schrödinger equation in components, and `hasDerivAt_cos_sin` supplies the derivatives of the trigonometric factors. `singletBorn_witness` gives an explicit solution for $b=w\sin\theta$, $J=2w\cos\theta$, with $\theta$ the mixing angle. Every real pair $(b,J)$ has this polar form, so a singlet-born solution is available for each.

In `triplet_amplitude`, `hA` and `hB` are the two components of $A(t)=w\psi(0)$. Each comes from a zero derivative, where `linear_combination` uses $w^2=b^2+J^2/4$ and $i^2=-1$. The last `linear_combination` applies the triplet row of $w\cos(wt)-i\sin(wt)H$. Taking norms then yields `rabi_formula`.

`lifetime_average` differentiates $F$, with `r` for $1/D$. It bounds the bracket between 0 and $3w^2+2k^2$ and squeezes $F$ to zero. Since the integrand is non-negative, the fundamental theorem on the half-line delivers both convergence and the value.

`tripletYield_eq` joins the two parts through a number `q` with $q\,w^2=b^2$ and $|\psi_1|^2=q\sin^2(wt)$. For $w\neq0$ it is $b^2/w^2$. For $w=0$ the Rabi formula only reads $0=0$, so the proof returns to the differential equation, shows that $\psi_1$ stays zero, and takes `q` to be 0. The last two theorems insert the closed formula and compare fractions.
